# The virial relation 2T = kV at an energy minimum under dilations in a homogeneous potential

A trial wavefunction can have the right shape and the wrong size, and its energy alone doesn't show it. The number is then higher than it needs to be, although a uniform stretching or squeezing of the coordinates would lower it. The virial theorem gives a test: in a potential that scales with degree $k$, a state whose energy can't be lowered by a small dilation has kinetic energy $T$ and potential energy $V$ with $2T = kV$. The textbook argument scales the coordinates and differentiates once. I'd like to see it made rigorous, with the conditions on the wavefunction and the potential spelled out, and checked by machine. Can this be done for several particles as well as for one on a line?

## The energy as a function of the dilation factor

Yes. Take $n$ Cartesian coordinates $x = (x_1,\dots,x_n)$ with a mass $m_i$ for each, set $\hbar = 1$, and let $\psi$ be a complex wavefunction. For $N$ particles in space, $n = 3N$ and each particle's mass appears three times. The two energies are

$$T = \int \sum_i \frac{|\partial_i\psi(x)|^2}{2m_i}\,dx, \qquad V = \int v(x)\,|\psi(x)|^2\,dx .$$

The potential $v$ is homogeneous of degree $k$: $v(ax) = a^k v(x)$ for every $a > 0$. The dilated state is

$$\psi_a(x) = a^{n/2}\,\psi(ax),$$

where the prefactor keeps the norm unchanged. Values $a > 1$ compress the state and values $a < 1$ spread it out.

By the chain rule, $\partial_i\psi_a(x) = a^{n/2}\,a\,(\partial_i\psi)(ax)$, so

$$\sum_i \frac{|\partial_i\psi_a(x)|^2}{2m_i} = a^n a^2 \sum_i \frac{|(\partial_i\psi)(ax)|^2}{2m_i}.$$

Homogeneity gives $v(x) = a^{-k}v(ax)$, hence

$$v(x)\,|\psi_a(x)|^2 = a^n a^{-k}\, v(ax)\,|\psi(ax)|^2 .$$

Integrate the sum of the two densities and substitute $y = ax$, $dy = a^n dx$. The factor $a^n$ is absorbed, and the energy of $\psi_a$ is

$$E(a) = a^2\,T + a^{-k}\,V .$$

Its derivative is $E'(a) = 2aT - k\,a^{-k-1}V$, so $E'(1) = 2T - kV$. At a local minimum at $a = 1$ this vanishes, and $2T = kV$.

## When the relation guarantees a minimum

Suppose now that $2T = kV$, that all masses are positive, so that $T \ge 0$, and that $k \ge -2$. Replacing $T$ by $kV/2$ gives

$$E(a) - E(1) = V\left[a^{-k} - 1 + \tfrac{k}{2}(a^2 - 1)\right].$$

- For $-2 \le k < 0$, the relation forces $V \le 0$. The weighted arithmetic–geometric mean inequality for $a^2$ and $1$, with weights $-k/2$ and $1 + k/2$, reads $a^{-k} \le -\tfrac{k}{2}a^2 + 1 + \tfrac{k}{2}$. The bracket is therefore at most zero.
- For $k = 0$, the relation gives $T = 0$, and $E(a) = V$ for all $a$.
- For $k > 0$, the relation forces $V \ge 0$. Since $e^t \ge 1 + t$ and $2\ln a = \ln a^2 \le a^2 - 1$, we have $a^{-k} = e^{-k\ln a} \ge 1 - k\ln a \ge 1 - \tfrac{k}{2}(a^2-1)$. The bracket is therefore at least zero.

In each case $E(a) \ge E(1)$ for every $a > 0$.

For $k = -1$ with $T > 0$ and $V < 0$, completing the square finds the best scale directly:

$$E(a) = a^2T + aV = T\left(a + \frac{V}{2T}\right)^2 - \frac{V^2}{4T}.$$

The minimum is $-V^2/(4T)$, at $a = -V/(2T)$.

## A constant shift breaks the relation

Homogeneity does real work. Take one particle on a line with $m = 1$, $v(x) = x^2/2 + 1$ and $\psi(x) = \pi^{-1/4}e^{-x^2/2}$. Then $T = 1/4$ and $V = 1/4 + 1 = 5/4$, and

$$E(a) = \frac{a^2}{4} + \frac{1}{4a^2} + 1,$$

which is minimal at $a = 1$. Yet $2T = 1/2$, while $2V = 5/2$. The added constant leaves the minimum where it was but changes $V$, and it destroys the homogeneity of degree 2.

## What the Lean theorems assume and say

`Config n` is the $n$-dimensional Euclidean configuration space. `kineticDensity` and `potentialDensity` are the two integrands above, with `fderiv ℝ ψ x` applied to the $i$-th unit vector playing the part of $\partial_i\psi(x)$. Their integrals are `kinetic` ($T$) and `potential` ($V$). `energy` is the integral of the summed density, so its equality with $T + V$ has to be earned: two divergent contributions could cancel in the sum. The hypotheses `hT` and `hV`, integrability of each density, exclude this. `dilate a ψ` is $\psi_a$, and `Homogeneous v k` is the scaling law with a real exponent $k$.

The theorem `virial` takes a wavefunction that is differentiable everywhere, a homogeneous potential, the two integrability conditions and `IsLocalMin` at $a = 1$. It concludes $2T = kV$. A global minimum over $a > 0$ is a special case of this hypothesis, and real wavefunctions on the line are included in the case $n = 1$.

Normalisation isn't required. For a square-integrable, nonzero $\psi$ with $N_\psi = \int|\psi|^2$, the expectation values are $T/N_\psi$ and $V/N_\psi$. They obey the same relation and have the same optimal $a$, and the normalised minimum for $k = -1$ is $-V^2/(4TN_\psi)$.

Several limits matter in use:

- Minimality under dilations is assumed. The virial theorem is often stated for energy eigenstates, but no Schrödinger equation enters here, and none is used to derive the minimum.
- Differentiability everywhere excludes wavefunctions with a Coulomb cusp, such as the hydrogen 1s function. Gaussian trial functions are allowed.
- For $k \neq 0$, homogeneity forces $v(0) = 0$, so a Coulomb potential must be given that value at the origin. The value zero also serves at all other configurations where charges coincide. Together these points have measure zero, so the choice doesn't affect the integrals.
- The electronic potential of a molecule with nuclei fixed at different points is not homogeneous in the electron coordinates, so it isn't covered.

For a non-relativistic atom with its nucleus fixed at the origin and a smooth trial state, $k = -1$ and the relation becomes $V = -2T$. This checks the overall scale of a variational calculation, and only that one parameter: a badly shaped function can pass once it has been rescaled.

```lean
import Mathlib

open MeasureTheory Filter

namespace VirialTheorem

noncomputable section

/-- Configuration space with `n` Cartesian coordinates. -/
abbrev Config (n : ℕ) := EuclideanSpace ℝ (Fin n)

variable {n : ℕ} {m : Fin n → ℝ} {v : Config n → ℝ} {ψ : Config n → ℂ} {k a : ℝ}

/-- The kinetic energy density, the sum of `|∂ᵢψ|² / (2 mᵢ)` over the coordinates (`ħ = 1`). -/
def kineticDensity (m : Fin n → ℝ) (ψ : Config n → ℂ) (x : Config n) : ℝ :=
  ∑ i, ‖fderiv ℝ ψ x (EuclideanSpace.single i (1 : ℝ))‖ ^ 2 / (2 * m i)

/-- The potential energy density `v |ψ|²`. -/
def potentialDensity (v : Config n → ℝ) (ψ : Config n → ℂ) (x : Config n) : ℝ :=
  v x * ‖ψ x‖ ^ 2

/-- The kinetic energy `T`. -/
def kinetic (m : Fin n → ℝ) (ψ : Config n → ℂ) : ℝ := ∫ x, kineticDensity m ψ x

/-- The potential energy `V`. -/
def potential (v : Config n → ℝ) (ψ : Config n → ℂ) : ℝ := ∫ x, potentialDensity v ψ x

/-- The total energy, the integral of the total energy density. -/
def energy (m : Fin n → ℝ) (v : Config n → ℝ) (ψ : Config n → ℂ) : ℝ :=
  ∫ x, (kineticDensity m ψ x + potentialDensity v ψ x)

/-- The dilated wavefunction, equal to `a^(n/2) ψ(a x)` for `a > 0`. -/
def dilate (a : ℝ) (ψ : Config n → ℂ) (x : Config n) : ℂ := √(a ^ n) • ψ (a • x)

/-- The potential is homogeneous of degree `k` under positive scalings. -/
def Homogeneous (v : Config n → ℝ) (k : ℝ) : Prop :=
  ∀ a : ℝ, 0 < a → ∀ x, v (a • x) = a ^ k * v x

/-- The kinetic density of the dilated state at `x` is `aⁿ a²` times the original one at `a x`. -/
theorem kineticDensity_dilate (ha : 0 < a) (hψ : Differentiable ℝ ψ) (x : Config n) :
    kineticDensity m (dilate a ψ) x = a ^ n * a ^ 2 * kineticDensity m ψ (a • x) := by
  have hs : √(a ^ n) ^ 2 = a ^ n := Real.sq_sqrt (by positivity)
  -- chain rule for the dilated wavefunction
  have h1 : HasFDerivAt (fun y : Config n => a • y)
      (a • ContinuousLinearMap.id ℝ (Config n)) x :=
    (a • ContinuousLinearMap.id ℝ (Config n)).hasFDerivAt
  have h2 : HasFDerivAt (fun y : Config n => ψ (a • y))
      ((fderiv ℝ ψ (a • x)).comp (a • ContinuousLinearMap.id ℝ (Config n))) x :=
    HasFDerivAt.comp (f := fun y : Config n => a • y) x (hψ (a • x)).hasFDerivAt h1
  have h3 : HasFDerivAt (dilate a ψ) (√(a ^ n) •
      ((fderiv ℝ ψ (a • x)).comp (a • ContinuousLinearMap.id ℝ (Config n)))) x :=
    by
      have hd : dilate a ψ = √(a ^ n) • (fun y : Config n => ψ (a • y)) := funext fun _ => rfl
      rw [hd]
      exact h2.const_smul (√(a ^ n))
  unfold kineticDensity
  rw [h3.fderiv, Finset.mul_sum]
  refine Finset.sum_congr rfl fun i _ => ?_
  change ‖√(a ^ n) • (fderiv ℝ ψ (a • x)) (a • EuclideanSpace.single i (1 : ℝ))‖ ^ 2
    / (2 * m i) = _
  rw [map_smul, norm_smul, norm_smul, mul_pow, mul_pow, Real.norm_eq_abs, Real.norm_eq_abs,
    sq_abs, sq_abs, hs]
  ring

/-- For a homogeneous potential of degree `k`, the potential density of the dilated state at `x`
is `aⁿ a^(-k)` times the original one at `a x`. -/
theorem potentialDensity_dilate (ha : 0 < a) (hv : Homogeneous v k) (x : Config n) :
    potentialDensity v (dilate a ψ) x = a ^ n * a ^ (-k) * potentialDensity v ψ (a • x) := by
  have hs : √(a ^ n) ^ 2 = a ^ n := Real.sq_sqrt (by positivity)
  have hk : a ^ (-k) * a ^ k = 1 := by
    rw [← Real.rpow_add ha, neg_add_cancel, Real.rpow_zero]
  unfold potentialDensity dilate
  rw [norm_smul, mul_pow, Real.norm_eq_abs, sq_abs, hs, hv a ha x]
  linear_combination (-(a ^ n * v x * ‖ψ (a • x)‖ ^ 2)) * hk

/-- The energy of the dilated state is `a² T + a^(-k) V`. -/
theorem energy_dilate (ha : 0 < a) (hψ : Differentiable ℝ ψ) (hv : Homogeneous v k)
    (hT : Integrable (kineticDensity m ψ)) (hV : Integrable (potentialDensity v ψ)) :
    energy m v (dilate a ψ) = a ^ 2 * kinetic m ψ + a ^ (-k) * potential v ψ := by
  have hn : 0 < a ^ n := by positivity
  have hsum : ∫ y, (a ^ 2 * kineticDensity m ψ y + a ^ (-k) * potentialDensity v ψ y)
      = a ^ 2 * kinetic m ψ + a ^ (-k) * potential v ψ := by
    rw [integral_add (hT.const_mul _) (hV.const_mul _), integral_const_mul, integral_const_mul]
    rfl
  -- change of variables `y = a x`
  have hcv := Measure.integral_comp_smul (volume : Measure (Config n))
    (fun y => a ^ 2 * kineticDensity m ψ y + a ^ (-k) * potentialDensity v ψ y) a
  rw [finrank_euclideanSpace_fin, hsum, abs_of_pos (inv_pos.mpr hn), smul_eq_mul] at hcv
  calc energy m v (dilate a ψ)
      = ∫ x, a ^ n * (a ^ 2 * kineticDensity m ψ (a • x)
          + a ^ (-k) * potentialDensity v ψ (a • x)) := by
        unfold energy
        congr 1
        funext x
        rw [kineticDensity_dilate ha hψ, potentialDensity_dilate ha hv]
        ring
    _ = a ^ n * ∫ x, (a ^ 2 * kineticDensity m ψ (a • x)
          + a ^ (-k) * potentialDensity v ψ (a • x)) := integral_const_mul _ _
    _ = a ^ n * ((a ^ n)⁻¹ * (a ^ 2 * kinetic m ψ + a ^ (-k) * potential v ψ)) :=
        congrArg (fun t => a ^ n * t) hcv
    _ = _ := by rw [← mul_assoc, mul_inv_cancel₀ hn.ne', one_mul]

/-- The derivative of the energy with respect to the dilation factor at `a = 1` is `2T - kV`. -/
theorem hasDerivAt_energy_dilate (hψ : Differentiable ℝ ψ) (hv : Homogeneous v k)
    (hT : Integrable (kineticDensity m ψ)) (hV : Integrable (potentialDensity v ψ)) :
    HasDerivAt (fun a : ℝ => energy m v (dilate a ψ))
      (2 * kinetic m ψ - k * potential v ψ) 1 := by
  have h1 := (hasDerivAt_pow 2 (1 : ℝ)).mul_const (kinetic m ψ)
  have h2 := (Real.hasDerivAt_rpow_const (x := 1) (p := -k)
    (Or.inl one_ne_zero)).mul_const (potential v ψ)
  have h : HasDerivAt (fun a : ℝ => a ^ 2 * kinetic m ψ + a ^ (-k) * potential v ψ)
      (2 * kinetic m ψ - k * potential v ψ) 1 := by
    refine (h1.fun_add h2).congr_deriv ?_
    rw [Real.one_rpow]
    push_cast
    ring
  exact h.congr_of_eventuallyEq ((eventually_gt_nhds (zero_lt_one' ℝ)).mono
    fun a ha => energy_dilate ha hψ hv hT hV)

/-- **Virial theorem.** If the energy is locally minimal under dilations at `a = 1` and the
potential is homogeneous of degree `k`, then `2T = kV`. -/
theorem virial (hψ : Differentiable ℝ ψ) (hv : Homogeneous v k)
    (hT : Integrable (kineticDensity m ψ)) (hV : Integrable (potentialDensity v ψ))
    (hmin : IsLocalMin (fun a : ℝ => energy m v (dilate a ψ)) 1) :
    2 * kinetic m ψ = k * potential v ψ := by
  have h := hmin.hasDerivAt_eq_zero (hasDerivAt_energy_dilate hψ hv hT hV)
  linarith

/-- Converse for positive masses and degree `k ≥ -2`: if `2T = kV`, then no dilation lowers
the energy. -/
theorem energy_le_of_virial (hm : ∀ i, 0 < m i) (hk : -2 ≤ k)
    (hψ : Differentiable ℝ ψ) (hv : Homogeneous v k)
    (hT : Integrable (kineticDensity m ψ)) (hV : Integrable (potentialDensity v ψ))
    (hvir : 2 * kinetic m ψ = k * potential v ψ) (ha : 0 < a) :
    energy m v ψ ≤ energy m v (dilate a ψ) := by
  have hE : energy m v ψ = kinetic m ψ + potential v ψ := integral_add hT hV
  have hK : 0 ≤ kinetic m ψ := integral_nonneg fun x =>
    Finset.sum_nonneg fun i _ => div_nonneg (sq_nonneg _) (by linarith [hm i])
  rw [hE, energy_dilate ha hψ hv hT hV]
  generalize kinetic m ψ = T at *
  generalize potential v ψ = V at *
  have e : k * V * a ^ 2 = 2 * T * a ^ 2 := by rw [← hvir]
  rcases lt_trichotomy k 0 with h | h | h
  · -- negative degree: weighted arithmetic-geometric mean inequality
    have hV0 : V ≤ 0 := by
      by_contra hc
      nlinarith [mul_pos (neg_pos.mpr h) (not_le.mp hc)]
    have hp : (a ^ 2) ^ (-k / 2) = a ^ (-k) := by
      rw [← Real.rpow_natCast a 2, ← Real.rpow_mul ha.le]
      congr 1
      push_cast
      ring
    have hb := Real.geom_mean_le_arith_mean2_weighted (w₁ := -k / 2) (w₂ := 1 + k / 2)
      (p₁ := a ^ 2) (p₂ := 1) (by linarith) (by linarith) (by positivity) zero_le_one (by ring)
    rw [hp, Real.one_rpow] at hb
    nlinarith [mul_nonneg (neg_nonneg.mpr hV0) (sub_nonneg.mpr hb)]
  · subst h
    have hT0 : T = 0 := by linarith
    simp [hT0]
  · -- positive degree: the exponential lies above its tangent
    have hV0 : 0 ≤ V := by
      by_contra hc
      nlinarith [mul_pos h (neg_pos.mpr (not_le.mp hc))]
    have hl := Real.log_le_sub_one_of_pos (show 0 < a ^ 2 by positivity)
    rw [Real.log_pow] at hl
    push_cast at hl
    have he := Real.add_one_le_exp (Real.log a * -k)
    rw [← Real.rpow_def_of_pos ha] at he
    have hb : 1 - k / 2 * (a ^ 2 - 1) ≤ a ^ (-k) := by
      nlinarith [mul_le_mul_of_nonneg_left hl h.le]
    nlinarith [mul_nonneg hV0 (sub_nonneg.mpr hb)]

/-- For a potential of degree `-1` and a trial state with `T > 0` and `V < 0`, every dilation has
energy at least `-V²/(4T)`, and the dilation by `a = -V/(2T)` attains this value. -/
theorem coulomb_optimal_scale (hψ : Differentiable ℝ ψ) (hv : Homogeneous v (-1))
    (hT : Integrable (kineticDensity m ψ)) (hV : Integrable (potentialDensity v ψ))
    (hK : 0 < kinetic m ψ) (hneg : potential v ψ < 0) :
    (∀ a : ℝ, 0 < a →
      -potential v ψ ^ 2 / (4 * kinetic m ψ) ≤ energy m v (dilate a ψ)) ∧
    energy m v (dilate (-potential v ψ / (2 * kinetic m ψ)) ψ)
      = -potential v ψ ^ 2 / (4 * kinetic m ψ) := by
  constructor
  · intro a ha
    rw [energy_dilate ha hψ hv hT hV, neg_neg, Real.rpow_one, div_le_iff₀ (by linarith)]
    -- complete the square in the dilation factor
    nlinarith [sq_nonneg (2 * a * kinetic m ψ + potential v ψ)]
  · have ha : 0 < -potential v ψ / (2 * kinetic m ψ) :=
      div_pos (neg_pos.mpr hneg) (by linarith)
    rw [energy_dilate ha hψ hv hT hV, neg_neg, Real.rpow_one]
    have hK' := hK.ne'
    generalize kinetic m ψ = T at *
    generalize potential v ψ = V at *
    have h1 : (-V / (2 * T)) ^ 2 * T = V ^ 2 / (4 * T) := by
      rw [div_pow, div_mul_eq_mul_div, div_eq_div_iff (by positivity) (by positivity)]
      ring
    have h2 : -V / (2 * T) * V = -(2 * (V ^ 2 / (4 * T))) := by
      rw [div_mul_eq_mul_div, ← mul_div_assoc, ← neg_div,
        div_eq_div_iff (by positivity) (by positivity)]
      ring
    rw [h1, h2, neg_div]
    ring

end

end VirialTheorem
```

```lean
#print axioms VirialTheorem.virial
#print axioms VirialTheorem.energy_le_of_virial
#print axioms VirialTheorem.coulomb_optimal_scale
```

```
'VirialTheorem.virial' depends on axioms: [propext, Classical.choice, Quot.sound]
'VirialTheorem.energy_le_of_virial' depends on axioms: [propext, Classical.choice, Quot.sound]
'VirialTheorem.coulomb_optimal_scale' depends on axioms: [propext, Classical.choice, Quot.sound]
```

## How the proof follows the scaling argument

`kineticDensity_dilate` is the chain-rule step. It builds the derivative of $x \mapsto \psi(ax)$ by `HasFDerivAt.comp`, multiplies by the prefactor, and takes squared norms term by term. The factor $a$ comes out of the derivative by linearity, and the squared prefactor gives $a^n$.

`potentialDensity_dilate` uses the scaling law together with $a^{-k}a^k = 1$, which is the move from $v(ax) = a^kv(x)$ to $v(x) = a^{-k}v(ax)$.

`energy_dilate` puts both densities under one integral. `Measure.integral_comp_smul` is the substitution $y = ax$; it supplies the factor $(a^n)^{-1}$, which cancels the $a^n$ in front. The integral is split by `integral_add`, where both integrability hypotheses are used. The result is $E(a) = a^2T + a^{-k}V$.

`hasDerivAt_energy_dilate` differentiates this formula at $a = 1$. The formula is known only for $a > 0$, but a derivative depends only on values near the point, and all $a$ close to 1 are positive. The step `congr_of_eventuallyEq` carries the derivative over to the energy itself.

`virial` then applies the fact that a derivative vanishes at a local minimum, through `hmin.hasDerivAt_eq_zero`, and `linarith` rearranges $2T - kV = 0$.

`energy_le_of_virial` is the converse. It first obtains $T \ge 0$ from the positive masses, then splits on the sign of $k$ with `lt_trichotomy`. The negative case calls `Real.geom_mean_le_arith_mean2_weighted`, where $k \ge -2$ makes the second weight non-negative. The positive case combines `Real.log_le_sub_one_of_pos` with `Real.add_one_le_exp`. In both, the inequality is multiplied by $|V|$, and `nlinarith` concludes from this product.

`coulomb_optimal_scale` proves the lower bound from $(2aT + V)^2 \ge 0$, which is the completed square multiplied by $4T$. Its second half substitutes $a = -V/(2T)$ into the energy formula and simplifies, so the bound is attained.
